# A four-mode state whose qubit and Jordan-Wigner reduced states differ

Suppose that a state of electrons in a row of spin orbitals is stored on a register in which each qubit holds the occupation of one orbital, and that the density matrix of two orbitals is wanted. Tracing out the other qubits gives a density matrix for the two qubits that remain. Whether it also describes the two orbitals depends on the modes between them, because the Jordan-Wigner fermion operators carry signs from those modes.

## Hopping across an occupied mode

Number the modes from 0 and write $|b\rangle$ for the basis state with occupations $b_k\in\{0,1\}$. The bare operator $s_j$ empties mode $j$ if it is occupied and gives zero otherwise. The Jordan-Wigner operator adds the parity of the earlier modes:

$$c_j|b\rangle=(-1)^{\sum_{k<j}b_k}\,s_j|b\rangle .$$

Take $i<j$ and apply $c_i^\dagger c_j$ to $|b\rangle$. The result is nonzero only if $b_j=1$ and $b_i=0$. The operator $c_j$ contributes the parity of all modes before $j$ and leaves those modes unchanged; $c_i^\dagger$ then contributes the parity of the modes before $i$. The shared signs square to one, and mode $i$ is empty, so

$$c_i^\dagger c_j|b\rangle=(-1)^{\sum_{i<k<j}b_k}\,s_i^\dagger s_j|b\rangle .$$

For neighbouring modes the sum is empty and the two operators agree. For a case where they don't, take three modes and $u=\tfrac15(3|110\rangle+4|011\rangle)$. Bare hopping from mode 2 to mode 0 sends $|011\rangle$ to $|110\rangle$, so $\langle u,s_0^\dagger s_2u\rangle=12/25$. Mode 1 is occupied, so the fermionic value is $-12/25$.

Superposing both parities of the intermediate mode can remove the correlator altogether. Let

$$v=\tfrac12\big(|1000\rangle+|0010\rangle+|1101\rangle+|0111\rangle\big).$$

Its squared norm is $4\cdot\tfrac14=1$, and each pattern has one or three particles, so the parity is odd. Only the second and fourth terms survive hopping from mode 2 to mode 0:

$$s_0^\dagger s_2v=\tfrac12(|1000\rangle+|1101\rangle),\qquad c_0^\dagger c_2v=\tfrac12(|1000\rangle-|1101\rangle).$$

The overlaps with $v$ are $\tfrac14+\tfrac14=\tfrac12$ and $\tfrac14-\tfrac14=0$.

## The two density matrices

For a local pattern $p$ of modes 0 and 2, let $K_p$ annihilate the particles in $p$ and then project on both modes being empty. The product $K_q^\dagger K_p$ is the local matrix unit $|q\rangle\langle p|$, so the reduced density matrix has elements

$$\rho_{pq}=\langle K_qv,K_pv\rangle .$$

Every term of $v$ has exactly one particle in modes 0 and 2, hence $K_{00}v=K_{11}v=0$. For bare operators,

$$K_{01}v=K_{10}v=\tfrac12(|0000\rangle+|0101\rangle),$$

and all four overlaps between these vectors are $\tfrac12$. For fermions, $c_2$ picks up a sign from the occupied mode 1 in $|0111\rangle$:

$$K_{01}v=\tfrac12(|0000\rangle-|0101\rangle),\qquad K_{10}v=\tfrac12(|0000\rangle+|0101\rangle).$$

These are orthogonal, each with squared norm $\tfrac12$. On the patterns 01 and 10 the matrices are therefore

$$\rho^{\rm qubit}=\begin{pmatrix}\tfrac12&\tfrac12\\ \tfrac12&\tfrac12\end{pmatrix},\qquad
\rho^{\rm fermion}=\begin{pmatrix}\tfrac12&0\\0&\tfrac12\end{pmatrix}.$$

The purities $\operatorname{tr}\rho^2$ are $4\cdot\tfrac14=1$ and $2\cdot\tfrac14=\tfrac12$.

## Measuring the correlator on a register

With $Z=+1$ on an empty mode, the Hermitian hopping operators become

$$s_0^\dagger s_2+\text{h.c.}=\tfrac12(X_0X_2+Y_0Y_2),\qquad c_0^\dagger c_2+\text{h.c.}=\tfrac12(X_0Z_1X_2+Y_0Z_1Y_2).$$

In $v$ their expectation values are 1 and 0. A program that reads the fermionic correlator from these Pauli strings has to keep $Z_1$ in them; the density matrix of qubits 0 and 2 alone does not determine its value. Another route is to reorder the modes with fermionic swaps first, so that the two become neighbours. This bears on orbital correlations computed from qubit or tensor-network states. The state $v$ mixes one and three particles, unlike a molecular state with a fixed number of electrons, but the effect does not need this. The two-particle state $\tfrac12(|1001\rangle+|0011\rangle+|1100\rangle+|0110\rangle)$ gives the same two density matrices for modes 0 and 2, by the same hand calculation; the Lean file treats only $v$.

## States and sign rules in Lean

```lean
import Mathlib

open Finset

namespace QubitFermionReducedStates

noncomputable section
```

A state assigns an amplitude to each occupation pattern, a function `Fin n → Bool` with `true` for occupied. The coefficient ring `R` is left open so that the same definitions serve complex and integer amplitudes.

```lean
/-- Amplitudes of an `n`-mode state on the occupation patterns. -/
abbrev State (R : Type) (n : ℕ) := (Fin n → Bool) → R

/-- A sign attached to each mode and occupation pattern. -/
abbrev SignRule (n : ℕ) := Fin n → (Fin n → Bool) → ℤ
```

The bare and the Jordan-Wigner ladder operators act on the same amplitudes and differ only in their sign rule. The rule `jw` multiplies a factor $-1$ for each occupied mode before `j`, and `between` does the same for the modes strictly between `i` and `j`.

```lean
/-- The sign rule of bare qubit ladder operators: no sign at all. -/
def bare {n : ℕ} : SignRule n := fun _ _ => 1

/-- The Jordan-Wigner string: a factor `-1` for each occupied mode before `j`. -/
def jw {n : ℕ} : SignRule n :=
  fun j b => ∏ k, if k < j ∧ b k = true then -1 else 1

/-- The parity sign of the modes strictly between `i` and `j`. -/
def between {n : ℕ} (i j : Fin n) (b : Fin n → Bool) : ℤ :=
  ∏ k, if i < k ∧ k < j ∧ b k = true then -1 else 1
```

The ladder operators are written by their effect on amplitudes, so `b` is the pattern after the operator has acted. The amplitude of `lower σ j ψ` at a pattern with mode `j` empty comes from the pattern with mode `j` filled. Reading the Jordan-Wigner sign at the final pattern is harmless, since it ignores mode `j` itself.

```lean
variable {R : Type} [CommRing R] {n : ℕ}

/-- The lowering operator of mode `j` with sign rule `σ`. -/
def lower (σ : SignRule n) (j : Fin n) (ψ : State R n) : State R n :=
  fun b => if b j = true then 0 else (σ j b : R) * ψ (Function.update b j true)

/-- The raising operator of mode `j` with sign rule `σ`. -/
def raise (σ : SignRule n) (j : Fin n) (ψ : State R n) : State R n :=
  fun b => if b j = true then (σ j b : R) * ψ (Function.update b j false) else 0
```

The inner product is conjugate-linear in its first argument.

```lean
/-- The inner product of two states. -/
def braket (φ ψ : State ℂ n) : ℂ := ∑ b, starRingEnd ℂ (φ b) * ψ b
```

The map `toVacuum` is $K_p$. Its indices 0 to 3 stand for 00, 01, 10 and 11, with the occupation of `i` written first; for 11, mode `i` is emptied before mode `j`, which fixes the fermionic sign convention. The outer four ladder operators form the projector on both modes being empty.

```lean
/-- Removes the local pattern `p` (in the order 00, 01, 10, 11) from modes `i`, `j`,
then projects on both modes being empty. -/
def toVacuum (σ : SignRule n) (i j : Fin n) (ψ : State R n) (p : Fin 4) : State R n :=
  lower σ i (raise σ i (lower σ j (raise σ j
    (![ψ, lower σ j ψ, lower σ i ψ, lower σ j (lower σ i ψ)] p))))

/-- The reduced density matrix of two distinct modes `i`, `j`, in the local basis 00, 01, 10, 11,
read off from expectation values of products of their ladder operators. -/
def reducedState (σ : SignRule n) (i j : Fin n) (ψ : State ℂ n) :
    Matrix (Fin 4) (Fin 4) ℂ :=
  Matrix.of fun p q => braket (toVacuum σ i j ψ q) (toVacuum σ i j ψ p)
```

Thus `reducedState` is defined through expectation values for both kinds of ladder operators. Its agreement with the partial trace for qubits rests on the matrix-unit argument above and is not a theorem of the file.

The state is built from integer amplitudes, with the factor $\tfrac12$ applied last.

```lean
/-- The basis state with occupation pattern `a`. -/
def ket (a : Fin n → Bool) : State ℤ n := fun b => if b = a then 1 else 0

/-- The sum of the basis states 1000, 0010, 1101 and 0111. -/
def kets : State ℤ 4 := fun b =>
  ket ![true, false, false, false] b + ket ![false, false, true, false] b
    + ket ![true, true, false, true] b + ket ![false, true, true, true] b

/-- The state `v`: half the sum of 1000, 0010, 1101 and 0111. -/
def v : State ℂ 4 := fun b => 1 / 2 * (kets b : ℂ)
```

## The sign between two modes

The first theorem is the hopping identity for any number of modes, any $i<j$ and any state.

```lean
/-- Fermionic hopping from mode `j` to an earlier mode `i` is bare hopping times the
parity sign of the modes in between. -/
theorem hop_eq_between_mul (i j : Fin n) (hij : i < j) (ψ : State R n)
    (b : Fin n → Bool) :
    raise jw i (lower jw j ψ) b
      = (between i j b : R) * raise bare i (lower bare j ψ) b := by
  -- the two strings cancel on all modes before `i`
  have key : jw i b * jw j (Function.update b i false) = between i j b := by
    unfold jw between
    rw [← Finset.prod_mul_distrib]
    apply Finset.prod_congr rfl
    intro k _
    by_cases hk : k = i
    · subst hk
      simp
    · rw [Function.update_of_ne hk]
      rcases lt_or_gt_of_ne hk with h | h
      · cases hb : b k <;> simp [h, h.trans hij, lt_asymm h]
      · cases hb : b k <;> simp [h, lt_asymm h]
  rw [← key]
  simp only [raise, lower, bare]
  split_ifs <;> push_cast <;> ring
```

The step `key` is the cancellation of strings, done one factor at a time. For $k<i$ the two signs are equal and multiply to one; at $k=i$ the mode has been emptied; for $k>i$ only the string of `j` can contribute, and it gives $-1$ exactly when $k<j$ and mode $k$ is occupied. The remaining lines unfold the operators and compare the cases.

For neighbours no index lies strictly between, so every factor of `between` is one.

```lean
/-- Hopping from a mode `j` to the mode `i` just before it is the same operator for Jordan-Wigner
and bare ladder operators. -/
theorem hop_eq_of_neighbours (i j : Fin n) (hij : i.val + 1 = j.val) (ψ : State R n) :
    raise jw i (lower jw j ψ) = raise bare i (lower bare j ψ) := by
  funext b
  have h1 : between i j b = 1 := by
    apply Finset.prod_eq_one
    intro k _
    apply if_neg
    rintro ⟨h1, h2, _⟩
    rw [Fin.lt_def] at h1 h2
    omega
  rw [hop_eq_between_mul i j (Fin.lt_def.2 (by omega)), h1, Int.cast_one, one_mul]
```

## Reduction to integer sums

The overlaps of `v` can be evaluated exactly once the complex factor $\tfrac12$ has been pulled out. The next lemma moves a scalar through either ladder operator, and the one after it collects the two halves into a quarter.

```lean
/-- Ladder operators act on a multiple of an integer-amplitude state through the
integer amplitudes. -/
theorem ladder_scaled (σ : SignRule n) (j : Fin n) (c : ℂ) (w : State ℤ n) :
    lower σ j (fun b => c * (w b : ℂ)) = (fun b => c * ((lower σ j w b : ℤ) : ℂ)) ∧
    raise σ j (fun b => c * (w b : ℂ)) = (fun b => c * ((raise σ j w b : ℤ) : ℂ)) := by
  constructor <;> funext b <;> simp only [lower, raise] <;> split_ifs <;>
    push_cast [Int.cast_id] <;> ring

/-- The overlap of two halved integer-amplitude states is a quarter of the integer
overlap. -/
theorem braket_half (u w : State ℤ n) :
    braket (fun b => 1 / 2 * (u b : ℂ)) (fun b => 1 / 2 * (w b : ℂ))
      = ((∑ b, u b * w b : ℤ) : ℂ) / 4 := by
  unfold braket
  push_cast
  rw [Finset.sum_div]
  apply Finset.sum_congr rfl
  intro b _
  simp only [map_mul, map_div₀, map_one, map_ofNat, map_intCast]
  ring
```

The squared norm is then an integer sum over 16 patterns, equal to 4, divided by 4. The tactic `decide +kernel` evaluates that sum and checks the parity of each pattern that occurs.

```lean
/-- The state `v` is normalised, and every pattern occurring in it has an odd number
of particles. -/
theorem v_normalised_odd :
    braket v v = 1 ∧ ∀ b, v b ≠ 0 → Odd (univ.filter fun k => b k = true).card := by
  constructor
  · have h : ∑ b, kets b * kets b = 4 := by decide +kernel
    refine (braket_half kets kets).trans ?_
    rw [h]
    norm_num
  · have h : ∀ b, kets b ≠ 0 → Odd (univ.filter fun k => b k = true).card := by
      decide +kernel
    intro b hb
    apply h b
    intro h0
    exact hb (by simp [v, h0])
```

## Correlators, matrices and purities

The auxiliary statement `h` expresses the correlator, for any sign rule, as a quarter of an integer sum. The sums are 2 for `bare` and 0 for `jw`, which are the addition and the cancellation found by hand.

```lean
/-- In the state `v`, the correlator between the first and third modes is `1/2` for bare
ladder operators and `0` for Jordan-Wigner modes. -/
theorem correlators_differ :
    braket v (raise bare 0 (lower bare 2 v)) = 1 / 2 ∧
    braket v (raise jw 0 (lower jw 2 v)) = 0 := by
  have h (σ : SignRule 4) : braket v (raise σ 0 (lower σ 2 v))
      = ((∑ b, kets b * raise σ 0 (lower σ 2 kets) b : ℤ) : ℂ) / 4 := by
    unfold v
    rw [(ladder_scaled σ 2 _ _).1, (ladder_scaled σ 0 _ _).2, braket_half]
  -- without signs the two contributions add; with the string they cancel
  have hs : ∑ b, kets b * raise bare 0 (lower bare 2 kets) b = 2 := by decide +kernel
  have hf : ∑ b, kets b * raise jw 0 (lower jw 2 kets) b = 0 := by decide +kernel
  rw [h, h, hs, hf]
  norm_num
```

The density matrices follow the same route. Here `hv` pulls the factor $\tfrac12$ through $K_p$, `h` turns each matrix element into an integer overlap, and `hs` and `hf` evaluate all sixteen overlaps for each sign rule. The displayed $4\times4$ matrices contain the $2\times2$ blocks above, bordered by zeros for 00 and 11.

```lean
/-- The reduced density matrices of the first and third modes in the state `v`: the qubit
one has coherences `1/2` between 01 and 10, the fermionic one is diagonal. -/
theorem reduced_states :
    reducedState bare 0 2 v
      = !![0, 0, 0, 0; 0, 1/2, 1/2, 0; 0, 1/2, 1/2, 0; 0, 0, 0, 0] ∧
    reducedState jw 0 2 v
      = !![0, 0, 0, 0; 0, 1/2, 0, 0; 0, 0, 1/2, 0; 0, 0, 0, 0] := by
  have hv (σ : SignRule 4) (p : Fin 4) : toVacuum σ 0 2 v p
      = fun b => 1 / 2 * ((toVacuum σ 0 2 kets p b : ℤ) : ℂ) := by
    unfold v
    generalize (1 / 2 : ℂ) = c
    fin_cases p <;>
      simp [toVacuum, (ladder_scaled _ _ _ _).1, (ladder_scaled _ _ _ _).2]
  have h (σ : SignRule 4) (p q : Fin 4) : reducedState σ 0 2 v p q
      = ((∑ b, toVacuum σ 0 2 kets q b * toVacuum σ 0 2 kets p b : ℤ) : ℂ) / 4 := by
    simp only [reducedState, Matrix.of_apply]
    rw [hv σ q, hv σ p, braket_half]
  -- exact integer overlaps for all sixteen matrix elements
  have hs : ∀ p q : Fin 4,
      ∑ b, toVacuum bare 0 2 kets q b * toVacuum bare 0 2 kets p b
      = (![![0, 0, 0, 0], ![0, 2, 2, 0], ![0, 2, 2, 0], ![0, 0, 0, 0]] :
          Fin 4 → Fin 4 → ℤ) p q := by
    decide +kernel
  have hf : ∀ p q : Fin 4,
      ∑ b, toVacuum jw 0 2 kets q b * toVacuum jw 0 2 kets p b
      = (![![0, 0, 0, 0], ![0, 2, 0, 0], ![0, 0, 2, 0], ![0, 0, 0, 0]] :
          Fin 4 → Fin 4 → ℤ) p q := by
    decide +kernel
  constructor <;> ext p q
  · rw [h, hs]
    fin_cases p <;> fin_cases q <;> simp <;> norm_num
  · rw [h, hf]
    fin_cases p <;> fin_cases q <;> simp <;> norm_num
```

The purities come from substituting these matrices and summing the diagonal of the square.

```lean
/-- The purity of the reduced state of the first and third modes in the state `v` is `1`
for qubits and `1/2` for fermions. -/
theorem purities_differ :
    (reducedState bare 0 2 v * reducedState bare 0 2 v).trace = 1 ∧
    (reducedState jw 0 2 v * reducedState jw 0 2 v).trace = 1 / 2 := by
  rw [reduced_states.1, reduced_states.2]
  constructor <;> simp [Matrix.trace, Fin.sum_univ_four] <;> norm_num

end

end QubitFermionReducedStates
```

```lean
#print axioms QubitFermionReducedStates.v_normalised_odd
#print axioms QubitFermionReducedStates.correlators_differ
#print axioms QubitFermionReducedStates.reduced_states
#print axioms QubitFermionReducedStates.purities_differ
```

```
'QubitFermionReducedStates.v_normalised_odd' depends on axioms: [propext, Classical.choice, Quot.sound]
'QubitFermionReducedStates.correlators_differ' depends on axioms: [propext, Classical.choice, Quot.sound]
'QubitFermionReducedStates.reduced_states' depends on axioms: [propext, Classical.choice, Quot.sound]
'QubitFermionReducedStates.purities_differ' depends on axioms: [propext, Classical.choice, Quot.sound]
```
